# A local-energy lower bound for fixed-phase states with nonpositive hopping weights

Let $H$ be a Hermitian matrix on a finite, nonempty set of configurations, and let $\psi$ be a complex trial state with no zeros. If $\mathrm{Re}(\psi_x^* H_{xy}\psi_y)\le 0$ for all $x\ne y$, then every real amplitude $f$ that is not identically zero satisfies

$$
\frac{\langle f\psi|H|f\psi\rangle}{\langle f\psi|f\psi\rangle}\;\ge\;\min_x \mathrm{Re}\,E_L(x),\qquad E_L(x)=\frac{(H\psi)_x}{\psi_x}.
$$

With spin-orbit coupling, electronic wave functions are in general complex. Fixed-phase quantum Monte Carlo then takes the phase from a trial state and leaves only a real amplitude free. For a finite Hamiltonian obeying the sign condition, the trial state's local energies limit how low the energy can go under this constraint. The ground-state energy of $H$ itself may lie lower, because the ground state need not share the phase of $\psi$.

## From local energies to the bound

Write $w_{xy}=\mathrm{Re}(\psi_x^*H_{xy}\psi_y)$ for the hopping weight. Since $H_{yx}=H_{xy}^*$, the number $\psi_y^*H_{yx}\psi_x$ is the complex conjugate of $\psi_x^*H_{xy}\psi_y$, so $w_{yx}=w_{xy}$.

Summing a row, diagonal term included, gives the local energy:

$$
\sum_y w_{xy}=\mathrm{Re}\bigl(\psi_x^*(H\psi)_x\bigr)=\mathrm{Re}\bigl(\psi_x^*E_L(x)\psi_x\bigr)=|\psi_x|^2\,\mathrm{Re}\,E_L(x).
$$

Because $f$ is real, the unnormalised energy is $\sum_{xy}w_{xy}f_xf_y$. Insert $f_xf_y=\tfrac12(f_x^2+f_y^2)-\tfrac12(f_x-f_y)^2$. By the symmetry of $w$, the two squares contribute equally, and the row sums turn them into local energies:

$$
\langle f\psi|H|f\psi\rangle=\sum_x f_x^2|\psi_x|^2\,\mathrm{Re}\,E_L(x)-\tfrac12\sum_{x,y}w_{xy}(f_x-f_y)^2 .
$$

In the last sum the diagonal terms vanish and the others are nonpositive, so subtracting half of it cannot lower the energy. The first sum is at least $\min_x\mathrm{Re}\,E_L(x)$ times $\sum_x f_x^2|\psi_x|^2=\langle f\psi|f\psi\rangle$. This norm is positive, since $f$ is nonzero somewhere and $\psi$ is nonzero everywhere. Dividing by it gives the bound.

If $\mathrm{Re}\,E_L(x)=E$ for every $x$, the choice $f=1$ removes the difference term and gives the energy $E$ exactly. The bound is then attained.

## Hopping weights as Monte Carlo rates

In a lattice simulation, the local energy at the current configuration $x$ is accumulated term by term as $\sum_y H_{xy}\psi_y/\psi_x$. The real part of each term is $w_{xy}/|\psi_x|^2$. In a continuous-time fixed-phase projection guided by $|\psi|$, the negative of this number is the rate of the hop from $x$ to $y$, and the sign condition says that all these rates are nonnegative.

Take a three-site ring with zero diagonal, hopping elements $-1\mp i$ and $\psi=(1,1,1)$. The imaginary parts cancel in each row, so $E_L=-2$ on every site, and each off-diagonal weight is $-1$. For $f=(1,1,0)$ the local-energy sum is $-4$ and the difference term adds $2$. Division by the squared norm $2$ gives the energy $-1$, above the bound $-2$.

## States, energies and weights in Lean

The type `n` is the finite set of configurations.

```lean
import Mathlib

open Matrix

namespace FixedPhaseLowerBound

noncomputable section

variable {n : Type*} [Fintype n]
```

The function `energy` is the Rayleigh quotient, so neither $\psi$ nor $f\psi$ has to be normalised. Its numerator and denominator are written as real parts to make the result a real number.

```lean
/-- The energy expectation (Rayleigh quotient) of a nonzero state `φ`, for Hermitian `H`. -/
def energy (H : Matrix n n ℂ) (φ : n → ℂ) : ℝ :=
  (star φ ⬝ᵥ H *ᵥ φ).re / (star φ ⬝ᵥ φ).re
```

The local energy remains complex; the theorems use its real part.

```lean
/-- The complex local energy `(H ψ)_x / ψ_x`, for configurations `x` with `ψ_x ≠ 0`. -/
def localEnergy (H : Matrix n n ℂ) (ψ : n → ℂ) (x : n) : ℂ :=
  (H *ᵥ ψ) x / ψ x
```

The amplitude in `fixedPhase` may take either sign. The phase of $\psi$ is therefore fixed only up to a sign at each configuration, a wider class than nonnegative amplitudes.

```lean
/-- The fixed-phase state `f ψ`: a real amplitude `f` multiplies the trial state `ψ`. -/
def fixedPhase (f : n → ℝ) (ψ : n → ℂ) : n → ℂ :=
  fun x => (f x : ℂ) * ψ x
```

The quantity `link` is $w_{xy}$. It depends on the trial state as well as on the Hamiltonian, and it is also defined for $x=y$.

```lean
/-- The real hopping weight `Re (ψ_x* H_xy ψ_y)` between two configurations. -/
def link (H : Matrix n n ℂ) (ψ : n → ℂ) (x y : n) : ℝ :=
  (star (ψ x) * H x y * ψ y).re
```

## Symmetry, row sums and the norm

Hermiticity enters through the symmetry of the weights. The proof replaces `H y x` by the conjugate of `H x y` and compares real parts.

```lean
omit [Fintype n] in
/-- For a Hermitian Hamiltonian the hopping weight is the same in both directions. -/
theorem link_symm {H : Matrix n n ℂ} (hH : H.IsHermitian) (ψ : n → ℂ) (x y : n) :
    link H ψ x y = link H ψ y x := by
  unfold link
  have h : H y x = star (H x y) := (hH.apply y x).symm
  rw [h]
  simp only [Complex.star_def, Complex.mul_re, Complex.mul_im, Complex.conj_re,
    Complex.conj_im]
  ring
```

The row-sum lemma takes the local energy as a number `e` with $(H\psi)_x=e\,\psi_x$. This product form keeps division out of the algebra.

```lean
/-- If `(H ψ)_x = e ψ_x`, the hopping weights out of `x`, diagonal term included,
add up to `|ψ_x|² Re e`. -/
theorem sum_link {H : Matrix n n ℂ} {ψ : n → ℂ} {x : n} {e : ℂ}
    (he : (H *ᵥ ψ) x = e * ψ x) :
    ∑ y, link H ψ x y = Complex.normSq (ψ x) * e.re := by
  have h : ∑ y, link H ψ x y = (star (ψ x) * (H *ᵥ ψ) x).re := by
    simp only [link, Matrix.mulVec, dotProduct, Finset.mul_sum, Complex.re_sum, mul_assoc]
  rw [h, he]
  simp only [Complex.star_def, Complex.mul_re, Complex.mul_im, Complex.conj_re,
    Complex.conj_im, Complex.normSq_apply]
  ring
```

The next two lemmas compute the squared norm of $f\psi$ and show that it is positive. For positivity, one configuration with $f_x\ne0$ supplies a strictly positive term, and all other terms are nonnegative.

```lean
/-- The squared norm of `f ψ` is the sum of `f_x² |ψ_x|²`. -/
theorem norm_fixedPhase (f : n → ℝ) (ψ : n → ℂ) :
    (star (fixedPhase f ψ) ⬝ᵥ fixedPhase f ψ).re
      = ∑ x, f x ^ 2 * Complex.normSq (ψ x) := by
  simp only [fixedPhase, dotProduct, Pi.star_apply, Complex.re_sum]
  refine Finset.sum_congr rfl fun x _ => ?_
  simp only [Complex.star_def, Complex.mul_re, Complex.mul_im, Complex.conj_re,
    Complex.conj_im, Complex.ofReal_re, Complex.ofReal_im, Complex.normSq_apply]
  ring

/-- If `ψ` has no zeros and `f` is not identically zero, then `f ψ` has positive norm. -/
theorem norm_fixedPhase_pos {f : n → ℝ} {ψ : n → ℂ} (hψ : ∀ x, ψ x ≠ 0) (hf : f ≠ 0) :
    0 < ∑ x, f x ^ 2 * Complex.normSq (ψ x) := by
  obtain ⟨x, hx⟩ := Function.ne_iff.1 hf
  have hx' : f x ≠ 0 := hx
  exact Finset.sum_pos' (fun y _ => mul_nonneg (sq_nonneg _) (Complex.normSq_nonneg _))
    ⟨x, Finset.mem_univ x, mul_pos (by positivity) (Complex.normSq_pos.2 (hψ x))⟩
```

## Completing the square with sums as unknowns

The energy identity needs no sign condition. Its proof establishes four relations: `h0` writes the energy as a quadratic form in $f$, `h1` inserts the row sums, `h2` exchanges the two summation indices and uses the symmetry of the weights, and `h3` expands the square.

The closing `linarith` treats each whole sum as a single unknown. Call the energy $A$, the local-energy sum $B$, the quadratic form $C$ and the difference sum $D$, and let $S_1$ and $S_2$ be the sums containing $f_x^2$ and $f_y^2$. The four facts read $A=C$, $S_1=B$, $S_2=S_1$ and $D=S_1+S_2-2C$. The goal $A=B-\tfrac12D$ follows by linear arithmetic. `linarith` does not rearrange the sums itself, which is why the exchange of indices and the expansion are proved beforehand.

```lean
/-- For Hermitian `H` and local energies `e` with `(H ψ)_x = e_x ψ_x`, the unnormalised energy
of `f ψ` is a weighted sum of `Re e_x` minus half the hopping weights times `(f_x - f_y)²`. -/
theorem fixedPhase_expectation {H : Matrix n n ℂ} (hH : H.IsHermitian) {ψ e : n → ℂ}
    (he : ∀ x, (H *ᵥ ψ) x = e x * ψ x) (f : n → ℝ) :
    (star (fixedPhase f ψ) ⬝ᵥ H *ᵥ fixedPhase f ψ).re
      = ∑ x, f x ^ 2 * Complex.normSq (ψ x) * (e x).re
        - 1 / 2 * ∑ x, ∑ y, link H ψ x y * (f x - f y) ^ 2 := by
  -- the expectation is a real quadratic form in the amplitude
  have h0 : (star (fixedPhase f ψ) ⬝ᵥ H *ᵥ fixedPhase f ψ).re
      = ∑ x, ∑ y, link H ψ x y * (f x * f y) := by
    simp only [fixedPhase, dotProduct, Matrix.mulVec, Pi.star_apply, Finset.mul_sum,
      Complex.re_sum]
    refine Finset.sum_congr rfl fun x _ => Finset.sum_congr rfl fun y _ => ?_
    simp only [link, Complex.star_def, Complex.mul_re, Complex.mul_im, Complex.conj_re,
      Complex.conj_im, Complex.ofReal_re, Complex.ofReal_im]
    ring
  -- row sums produce the local energies
  have h1 : ∑ x, ∑ y, link H ψ x y * f x ^ 2
      = ∑ x, f x ^ 2 * Complex.normSq (ψ x) * (e x).re := by
    refine Finset.sum_congr rfl fun x _ => ?_
    rw [← Finset.sum_mul, sum_link (he x)]
    ring
  have h2 : ∑ x, ∑ y, link H ψ x y * f y ^ 2 = ∑ x, ∑ y, link H ψ x y * f x ^ 2 := by
    rw [Finset.sum_comm]
    refine Finset.sum_congr rfl fun x _ => Finset.sum_congr rfl fun y _ => ?_
    rw [link_symm hH ψ y x]
  -- expand the square
  have h3 : ∑ x, ∑ y, link H ψ x y * (f x - f y) ^ 2
      = ∑ x, ∑ y, link H ψ x y * f x ^ 2 + ∑ x, ∑ y, link H ψ x y * f y ^ 2
        - 2 * ∑ x, ∑ y, link H ψ x y * (f x * f y) := by
    simp only [Finset.mul_sum, ← Finset.sum_add_distrib, ← Finset.sum_sub_distrib]
    refine Finset.sum_congr rfl fun x _ => Finset.sum_congr rfl fun y _ => ?_
    ring
  linarith
```

## The minimum and its attainment

In the main theorem, `Finset.univ.inf'` is the minimum over all configurations; `[Nonempty n]` ensures that there is one. The hypotheses `hψ`, `hlink` and `hf` say that $\psi$ has no zeros, that the off-diagonal weights are nonpositive and that $f$ is not the zero function.

The proof first recovers $(H\psi)_x=E_L(x)\psi_x$ from $\psi_x\ne0$. It then multiplies through by the positive norm and substitutes the energy identity. `hA` shows that the difference sum is nonpositive, treating $x=y$ separately, and `hB` bounds the weighted local energies by their minimum times the norm. Adding the two estimates finishes the argument.

The theorem concerns finite matrices. Applying it to electrons in continuous space, where the kinetic energy is a differential operator, would require a limit that the hypotheses do not supply.

```lean
/-- For Hermitian `H` and a trial state `ψ` without zeros whose off-diagonal hopping weights are
all nonpositive, every fixed-phase state `f ψ` with real `f ≠ 0` has an energy no lower than
the minimum of the real part of the local energy. -/
theorem min_localEnergy_le_energy [Nonempty n] {H : Matrix n n ℂ} (hH : H.IsHermitian)
    {ψ : n → ℂ} (hψ : ∀ x, ψ x ≠ 0) (hlink : ∀ x y, x ≠ y → link H ψ x y ≤ 0)
    {f : n → ℝ} (hf : f ≠ 0) :
    Finset.univ.inf' Finset.univ_nonempty (fun x => (localEnergy H ψ x).re)
      ≤ energy H (fixedPhase f ψ) := by
  have he : ∀ x, (H *ᵥ ψ) x = localEnergy H ψ x * ψ x :=
    fun x => (div_mul_cancel₀ _ (hψ x)).symm
  unfold energy
  rw [norm_fixedPhase, le_div_iff₀ (norm_fixedPhase_pos hψ hf),
    fixedPhase_expectation hH he f]
  -- the difference sum is nonpositive, so subtracting half of it cannot lower the energy
  have hA : ∑ x, ∑ y, link H ψ x y * (f x - f y) ^ 2 ≤ 0 := by
    refine Finset.sum_nonpos fun x _ => Finset.sum_nonpos fun y _ => ?_
    by_cases hxy : x = y
    · simp [hxy]
    · nlinarith [mul_nonneg (neg_nonneg.2 (hlink x y hxy)) (sq_nonneg (f x - f y))]
  -- the weighted sum of local energies is at least their minimum times the total weight
  have hB : Finset.univ.inf' Finset.univ_nonempty (fun x => (localEnergy H ψ x).re)
        * ∑ x, f x ^ 2 * Complex.normSq (ψ x)
      ≤ ∑ x, f x ^ 2 * Complex.normSq (ψ x) * (localEnergy H ψ x).re := by
    rw [mul_comm, Finset.sum_mul]
    refine Finset.sum_le_sum fun x _ => ?_
    exact mul_le_mul_of_nonneg_left
      (Finset.inf'_le (fun x => (localEnergy H ψ x).re) (Finset.mem_univ x))
      (mul_nonneg (sq_nonneg _) (Complex.normSq_nonneg _))
  linarith
```

When the real part of the local energy is constant, `IsLeast` says that $E$ is the energy of some fixed-phase state and that no fixed-phase state has a lower one. The first half of the proof uses the amplitude $f=1$, and the second applies the main theorem. The imaginary part of the local energy may still vary, so $\psi$ is not assumed to be an eigenvector.

```lean
/-- For Hermitian `H` and a trial state `ψ` without zeros whose off-diagonal hopping weights are all
nonpositive, if the real part of the local energy is a constant `E`, then `E` is the lowest energy
among the fixed-phase states `f ψ` with real `f ≠ 0`, and it is attained. -/
theorem isLeast_energy_of_constant [Nonempty n] {H : Matrix n n ℂ} (hH : H.IsHermitian)
    {ψ : n → ℂ} (hψ : ∀ x, ψ x ≠ 0) (hlink : ∀ x y, x ≠ y → link H ψ x y ≤ 0)
    {E : ℝ} (hE : ∀ x, (localEnergy H ψ x).re = E) :
    IsLeast {ε | ∃ f : n → ℝ, f ≠ 0 ∧ energy H (fixedPhase f ψ) = ε} E := by
  constructor
  · -- the trial state itself, with amplitude one, attains the value
    have h1 : (fun _ : n => (1 : ℝ)) ≠ 0 :=
      Function.ne_iff.2 ⟨Classical.arbitrary n, one_ne_zero⟩
    refine ⟨fun _ => 1, h1, ?_⟩
    have he : ∀ x, (H *ᵥ ψ) x = localEnergy H ψ x * ψ x :=
      fun x => (div_mul_cancel₀ _ (hψ x)).symm
    unfold energy
    rw [norm_fixedPhase, div_eq_iff (norm_fixedPhase_pos hψ h1).ne',
      fixedPhase_expectation hH he]
    simp [hE, mul_comm]
    rw [Finset.mul_sum]
  · rintro ε ⟨f, hf, rfl⟩
    exact le_trans (Finset.le_inf' _ _ fun x _ => (hE x).ge)
      (min_localEnergy_le_energy hH hψ hlink hf)
```

## Two sites and a complex ring

With hopping $+1$ between two sites and $\psi=(1,1)$, the off-diagonal weights are positive. The local energy is $1$ on both sites, but $f=(1,-1)$ has the energy $-1$. The bound therefore fails if no restriction at all is placed on the off-diagonal weights.

```lean
/-- Two sites with hopping `+1` and zero diagonal: the local energy of the uniform state is `1`
everywhere, yet the amplitude `(1, -1)` gives the energy `-1`. -/
theorem bound_fails_without_sign_condition :
    (∀ x, localEnergy !![0, 1; 1, 0] ![1, 1] x = 1) ∧
      energy !![0, 1; 1, 0] (fixedPhase ![1, -1] ![1, 1]) = -1 := by
  constructor
  · intro x
    fin_cases x <;> norm_num [localEnergy, Matrix.mulVec, dotProduct, Fin.sum_univ_two]
  · norm_num [energy, fixedPhase, Matrix.mulVec, dotProduct, Fin.sum_univ_two]
```

The last theorem takes the three-site ring from the numerical example and checks that it is Hermitian and satisfies the sign condition. The uniform trial state plainly has no zeros, so the main theorem applies to a Hamiltonian with genuinely complex matrix elements. Both parts are proved by going through the matrix entries.

```lean
/-- A three-site ring with complex hopping `-1 ∓ i` and the uniform trial state: the Hamiltonian
is Hermitian and all off-diagonal hopping weights are nonpositive. -/
theorem min_localEnergy_le_energy_witness :
    (!![0, -1 - Complex.I, -1 + Complex.I;
        -1 + Complex.I, 0, -1 - Complex.I;
        -1 - Complex.I, -1 + Complex.I, 0] : Matrix (Fin 3) (Fin 3) ℂ).IsHermitian ∧
      ∀ x y : Fin 3, x ≠ y →
        link !![0, -1 - Complex.I, -1 + Complex.I;
          -1 + Complex.I, 0, -1 - Complex.I;
          -1 - Complex.I, -1 + Complex.I, 0] (fun _ => 1) x y ≤ 0 := by
  constructor
  · ext i j
    fin_cases i <;> fin_cases j <;> simp [Matrix.conjTranspose_apply, Complex.ext_iff]
  · intro x y _
    fin_cases x <;> fin_cases y <;> norm_num [link]

end

end FixedPhaseLowerBound
```

```lean
#print axioms FixedPhaseLowerBound.min_localEnergy_le_energy
-- 'FixedPhaseLowerBound.min_localEnergy_le_energy' depends on axioms: [propext, Classical.choice, Quot.sound]
#print axioms FixedPhaseLowerBound.isLeast_energy_of_constant
-- 'FixedPhaseLowerBound.isLeast_energy_of_constant' depends on axioms: [propext, Classical.choice, Quot.sound]
#print axioms FixedPhaseLowerBound.bound_fails_without_sign_condition
-- 'FixedPhaseLowerBound.bound_fails_without_sign_condition' depends on axioms: [propext, Classical.choice, Quot.sound]
```
